# For independent core orbitals, C Fᴴ is Hermitian exactly when F = C M with M Hermitian

Before a pseudo-Hamiltonian H + C Fᴴ, with H Hermitian, is passed to an eigensolver for Hermitian matrices, the added term must itself be known to be Hermitian. The columns of C are the core orbitals, and those of F are the functions onto which a state is projected. If the core orbitals are linearly independent, the term is Hermitian exactly when F = C M for a Hermitian matrix M, which is then unique.

In Lean 4 with Mathlib:

```lean
import Mathlib

open Matrix
open scoped ComplexOrder

namespace AustinHeineSham

noncomputable section

variable {n m : Type*} [Fintype n] [Fintype m] [DecidableEq m]

/-- The Austin-Heine-Sham term `C Fᴴ`, the sum over core orbitals `c` of `|c⟩⟨F_c|`;
the columns of `C` are the core orbitals and those of `F` the projecting functions. -/
def ahsTerm (C F : Matrix n m ℂ) : Matrix n n ℂ := C * Fᴴ

/-- The matrix `(Cᴴ C)⁻¹ Cᴴ F` . If the core orbitals are linearly independent, it holds the
least-squares coefficients of the projecting functions in the core orbitals. -/
def coreCoupling (C F : Matrix n m ℂ) : Matrix m m ℂ := (Cᴴ * C)⁻¹ * (Cᴴ * F)

/-- Linearly independent core orbitals have an invertible overlap matrix. -/
theorem isUnit_det_overlap {C : Matrix n m ℂ}
    (hC : LinearIndependent ℂ (fun j i => C i j)) : IsUnit (Cᴴ * C).det := by
  rw [isUnit_iff_ne_zero]
  intro h
  obtain ⟨v, hv, h0⟩ := Matrix.exists_mulVec_eq_zero_iff.mpr h
  -- a null vector of the overlap matrix is a linear relation among the orbitals
  rw [Matrix.conjTranspose_mul_self_mulVec_eq_zero] at h0
  apply hv
  funext j
  refine Fintype.linearIndependent_iff.mp hC v ?_ j
  funext i
  have h1 := congrFun h0 i
  simpa [Matrix.mulVec, dotProduct, Finset.sum_apply, mul_comm] using h1

/-- If the projecting functions are combinations `F = C M` of independent core orbitals,
then `M` is the matrix `(Cᴴ C)⁻¹ Cᴴ F`. -/
theorem eq_coreCoupling {C F : Matrix n m ℂ} {M : Matrix m m ℂ}
    (hC : LinearIndependent ℂ (fun j i => C i j)) (hF : F = C * M) :
    M = coreCoupling C F := by
  rw [coreCoupling, hF, ← Matrix.mul_assoc Cᴴ, ← Matrix.mul_assoc,
    Matrix.nonsing_inv_mul _ (isUnit_det_overlap hC), Matrix.one_mul]

omit [Fintype n] [DecidableEq m] in
/-- A Hermitian coupling matrix `M` between core orbitals gives a Hermitian term. -/
theorem isHermitian_of_coupling (C : Matrix n m ℂ) {M : Matrix m m ℂ}
    (hM : M.IsHermitian) : (ahsTerm C (C * M)).IsHermitian := by
  simp [ahsTerm, Matrix.IsHermitian, Matrix.conjTranspose_mul, hM.eq, Matrix.mul_assoc]

/-- For independent core orbitals, the Austin-Heine-Sham term `C Fᴴ` is Hermitian if and
only if `F = C M` for a Hermitian matrix `M`, which is then unique. -/
theorem ahsTerm_isHermitian_iff {C : Matrix n m ℂ}
    (hC : LinearIndependent ℂ (fun j i => C i j)) (F : Matrix n m ℂ) :
    (ahsTerm C F).IsHermitian ↔ ∃! M : Matrix m m ℂ, M.IsHermitian ∧ F = C * M := by
  have hG := isUnit_det_overlap hC
  constructor
  · intro h
    have hs : F * Cᴴ = C * Fᴴ := by
      have h1 := h.eq
      rwa [ahsTerm, Matrix.conjTranspose_mul, Matrix.conjTranspose_conjTranspose] at h1
    -- hermiticity forces the projecting functions into the core space
    have key : F = C * (Fᴴ * C * (Cᴴ * C)⁻¹) := by
      calc F = F * ((Cᴴ * C) * (Cᴴ * C)⁻¹) := by
            rw [Matrix.mul_nonsing_inv _ hG, Matrix.mul_one]
        _ = (F * Cᴴ) * C * (Cᴴ * C)⁻¹ := by simp only [Matrix.mul_assoc]
        _ = C * (Fᴴ * C * (Cᴴ * C)⁻¹) := by rw [hs]; simp only [Matrix.mul_assoc]
    obtain ⟨M, hM⟩ : ∃ M : Matrix m m ℂ, F = C * M := ⟨_, key⟩
    -- the same expansion holds with the adjoint of `M`
    have e : Fᴴ * C * (Cᴴ * C)⁻¹ = Mᴴ := by
      rw [hM, Matrix.conjTranspose_mul, Matrix.mul_assoc Mᴴ, Matrix.mul_assoc,
        Matrix.mul_nonsing_inv _ hG, Matrix.mul_one]
    rw [e] at key
    have hherm : Mᴴ = M := (eq_coreCoupling hC key).trans (eq_coreCoupling hC hM).symm
    exact ⟨M, ⟨hherm, hM⟩, fun N hN =>
      (eq_coreCoupling hC hN.2).trans (eq_coreCoupling hC hM).symm⟩
  · rintro ⟨M, ⟨hM, hF⟩, -⟩
    rw [hF]
    exact isHermitian_of_coupling C hM

/-- With projecting functions `F_c = d_c |c⟩` proportional to independent core orbitals, as
in the Phillips-Kleinman form, the term is Hermitian if and only if all weights are real. -/
theorem diagonal_isHermitian_iff {C : Matrix n m ℂ}
    (hC : LinearIndependent ℂ (fun j i => C i j)) (d : m → ℂ) :
    (ahsTerm C (C * Matrix.diagonal d)).IsHermitian ↔ ∀ c, (d c).im = 0 := by
  constructor
  · intro h c
    obtain ⟨M, ⟨hM, hF⟩, -⟩ := (ahsTerm_isHermitian_iff hC _).mp h
    have hd : Matrix.diagonal d = M :=
      (eq_coreCoupling hC rfl).trans (eq_coreCoupling hC hF).symm
    rw [← hd] at hM
    have h1 := hM.apply c c
    rw [Matrix.diagonal_apply_eq] at h1
    exact Complex.conj_eq_iff_im.mp h1
  · intro h
    apply isHermitian_of_coupling
    rw [Matrix.IsHermitian, Matrix.diagonal_conjTranspose]
    congr 1
    funext c
    exact Complex.conj_eq_iff_im.mpr (h c)

omit [DecidableEq m] in
/-- A Hermitian Austin-Heine-Sham term annihilates every state orthogonal to the core. -/
theorem mulVec_eq_zero_of_isHermitian {C F : Matrix n m ℂ}
    (h : (ahsTerm C F).IsHermitian) {ψ : n → ℂ} (hψ : Cᴴ *ᵥ ψ = 0) :
    ahsTerm C F *ᵥ ψ = 0 := by
  rw [← h.eq, ahsTerm, Matrix.conjTranspose_mul, Matrix.conjTranspose_conjTranspose,
    ← Matrix.mulVec_mulVec, hψ, Matrix.mulVec_zero]

omit [DecidableEq m] in
/-- For any projecting functions `F`, the energy `ε` of an eigenstate of `H` orthogonal to
the core is also an eigenvalue of the pseudo-Hamiltonian `H + C Fᴴ`. -/
theorem valence_energy_preserved [DecidableEq n] {H : Matrix n n ℂ} (hH : H.IsHermitian)
    (C F : Matrix n m ℂ) {ψ : n → ℂ} {ε : ℝ} (hne : ψ ≠ 0)
    (hψ : H *ᵥ ψ = (ε : ℂ) • ψ) (hcore : Cᴴ *ᵥ ψ = 0) :
    ∃ φ : n → ℂ, φ ≠ 0 ∧ (H + ahsTerm C F) *ᵥ φ = (ε : ℂ) • φ := by
  -- the valence state is an eigenvector of the adjoint pseudo-Hamiltonian
  have hA : (H + ahsTerm C F - (ε : ℂ) • (1 : Matrix n n ℂ))ᴴ *ᵥ ψ = 0 := by
    have e : (H + ahsTerm C F - (ε : ℂ) • (1 : Matrix n n ℂ))ᴴ
        = H + F * Cᴴ - (ε : ℂ) • (1 : Matrix n n ℂ) := by
      simp [ahsTerm, Matrix.conjTranspose_mul, hH.eq]
    rw [e, Matrix.sub_mulVec, Matrix.add_mulVec, ← Matrix.mulVec_mulVec, hcore,
      Matrix.mulVec_zero, hψ, Matrix.smul_mulVec, Matrix.one_mulVec, add_zero, sub_self]
  have hd := Matrix.exists_mulVec_eq_zero_iff.mp ⟨ψ, hne, hA⟩
  -- an operator and its adjoint are singular together
  rw [Matrix.det_conjTranspose, star_eq_zero] at hd
  obtain ⟨φ, hφ, h0⟩ := Matrix.exists_mulVec_eq_zero_iff.mpr hd
  rw [Matrix.sub_mulVec, Matrix.smul_mulVec, Matrix.one_mulVec, sub_eq_zero] at h0
  exact ⟨φ, hφ, h0⟩

/-- With a repeated core orbital the term can be Hermitian although `F` is not of the
form `C M` for any matrix `M`. -/
theorem independence_needed :
    (ahsTerm !![(1 : ℂ), 1; 0, 0] !![(0 : ℂ), 0; 1, -1]).IsHermitian ∧
      ∀ M : Matrix (Fin 2) (Fin 2) ℂ,
        !![(0 : ℂ), 0; 1, -1] ≠ !![(1 : ℂ), 1; 0, 0] * M := by
  constructor
  · have h : ahsTerm !![(1 : ℂ), 1; 0, 0] !![(0 : ℂ), 0; 1, -1] = 0 := by
      ext i j
      fin_cases i <;> fin_cases j <;>
        simp [ahsTerm, Matrix.mul_apply, Fin.sum_univ_succ]
    rw [h]
    exact Matrix.isHermitian_zero
  · intro M h
    have h1 := congrFun (congrFun h 1) 0
    simp [Matrix.mul_apply, Fin.sum_univ_succ] at h1

end

end AustinHeineSham
```

```lean
#print axioms AustinHeineSham.diagonal_isHermitian_iff
#print axioms AustinHeineSham.mulVec_eq_zero_of_isHermitian
#print axioms AustinHeineSham.valence_energy_preserved
#print axioms AustinHeineSham.independence_needed
```

```
'AustinHeineSham.diagonal_isHermitian_iff' depends on axioms: [propext, Classical.choice, Quot.sound]
'AustinHeineSham.mulVec_eq_zero_of_isHermitian' depends on axioms: [propext, Classical.choice, Quot.sound]
'AustinHeineSham.valence_energy_preserved' depends on axioms: [propext, Classical.choice, Quot.sound]
'AustinHeineSham.independence_needed' depends on axioms: [propext, Classical.choice, Quot.sound]
```

## Core orbitals and projecting functions as matrices

The matrix C has n rows, one per basis function, and m columns, one per core orbital |c⟩. The columns of F are the projecting functions |F_c⟩, and `ahsTerm C F` is the Austin-Heine-Sham term

V = C Fᴴ = Σ_c |c⟩⟨F_c|.

The hypothesis `LinearIndependent ℂ (fun j i => C i j)` says that the columns of C are independent; they need not be orthogonal or normalised. In `ahsTerm_isHermitian_iff`, the symbol `∃!` states that exactly one M is both Hermitian and satisfies F = C M.

The adjoint is the plain conjugate transpose, so the matrices refer to a finite orthonormal basis. A non-orthogonal basis would bring in its overlap matrix, and operators on an infinite-dimensional space are not treated.

## Why hermiticity forces F into the core space

Let S = CᴴC be the overlap matrix of the core orbitals. If S v = 0, then ‖C v‖² = vᴴS v = 0, so C v = 0, and independence gives v = 0. Hence S is invertible, which is `isUnit_det_overlap`.

If F = C M for any matrix M, multiplying by Cᴴ gives CᴴF = S M, so

M = S⁻¹CᴴF.

This is `eq_coreCoupling`, with the right-hand side named `coreCoupling C F`. It gives uniqueness among all matrices, Hermitian or not.

Now let V be Hermitian, so that F Cᴴ = C Fᴴ (`hs` in the code). Multiplying on the right by C S⁻¹ gives `key`:

F = C (Fᴴ C S⁻¹).

So F = C M for some M. Inserting this into the bracket gives

Fᴴ C S⁻¹ = Mᴴ S S⁻¹ = Mᴴ,

and therefore F = C Mᴴ as well. Uniqueness yields Mᴴ = M.

Conversely, if F = C M with M Hermitian, then V = C Mᴴ Cᴴ = C M Cᴴ, which equals its own adjoint. This is `isHermitian_of_coupling`: M couples the core orbitals to one another.

For F_c = d_c |c⟩, M is the diagonal matrix of the weights d_c. `diagonal_isHermitian_iff` concludes that V is Hermitian exactly when every weight is real. The Phillips-Kleinman term, with orthonormal core orbitals, is the case d_c = E − E_c, where E is the valence energy and E_c the energy of core orbital c. These weights are real, so the term is Hermitian for a fixed real E.

Independence matters. In `independence_needed` both core orbitals are (1, 0)ᵀ, while the projecting functions are (0, 1)ᵀ and (0, −1)ᵀ. The two contributions cancel and V = 0 is Hermitian, but every C M has a zero second row and F does not.

## Valence energies survive either way

Let H be Hermitian and Hψ = εψ with ψ ≠ 0 and Cᴴψ = 0, so ψ is a valence state orthogonal to the core. For any F,

(H + V)ᴴψ = Hψ + F Cᴴψ = εψ.

Thus (H + V − ε)ᴴ is singular. Its determinant is the complex conjugate of that of H + V − ε, which is therefore singular too, and some φ ≠ 0 satisfies (H + V)φ = εφ. This is `valence_energy_preserved`; it needs neither independent core orbitals nor a Hermitian V, and it says nothing about multiplicities or the ordering of levels.

If V is Hermitian, then Vψ = Vᴴψ = F Cᴴψ = 0, as `mulVec_eq_zero_of_isHermitian` states, and ψ itself remains an eigenvector. In this finite one-electron matrix model, a pseudopotential term can therefore be non-Hermitian and still reproduce a valence energy.

## One core orbital

For m = 1, C is a single nonzero column c and F a single column f. The term c fᴴ is Hermitian exactly when f = μc with μ real.

Take H = diag(0, 1), c = (1, 0)ᵀ and the valence state ψ = (0, 1)ᵀ with ε = 1. For f = (2, 1)ᵀ, which is not a multiple of c,

H + V = [[2, 1], [0, 1]].

This matrix is not Hermitian, yet it has the eigenvalue 1, with normalised eigenvector φ = (1, −1)ᵀ/√2. For f = (2, 0)ᵀ we have μ = 2 and H + V = diag(2, 1), which is Hermitian and keeps ψ as the eigenvector with energy 1.
